# Spinless bands with p4 symmetry and no time reversal have the indicator group \(\mathbb Z/4\)

Q: Suppose a band calculation on a square lattice gives me one isolated band. Its fourfold rotation eigenvalue is \(i\) at Γ and 1 at M, and its twofold eigenvalue at X is 1. The band count agrees at all three momenta. If counting is my only check, I start looking for a localised Wannier function that respects the rotation, and I never find one. What test would have warned me?

A: Add up the exponents of the eigenvalues. With lattice constant 1, take Γ \(=(0,0)\), M \(=(\pi,\pi)\), X \(=(\pi,0)\), and rotations \(C_4\) and \(C_2=C_4^2\) about the cell corner. Let \(G_l\) and \(M_l\) count the eigenvalues \(i^l\) at Γ and M, and let \(X_p\) count the eigenvalues \((-1)^p\) at X. The test number is
\[
I=\sum_l l\,G_l+\sum_l l\,M_l+2X_1 ,\qquad l=0,\dots,3 .
\]
Data with equal band counts are an integer combination of atomic band representations exactly when 4 divides \(I\). Your band has \(I=1\). It can occur only without time reversal, which would pair the eigenvalue \(i\) at Γ with \(-i\).

Q: How is "data" encoded?

A: As ten integers. The group \(B\), called `bandData`, requires the same total at Γ, M and X. In p4 no rotation fixes a general point on the lines between these momenta, so there is no further compatibility condition. Negative entries are allowed, which makes \(B\) a group: its elements include formal differences of band sets.

```lean
import Mathlib

open Matrix

namespace P4SymmetryIndicator

noncomputable section

/-- Integer multiplicities `(G, M, X)` of the fourfold rotation eigenvalues `i^l` at Γ and M
and of the twofold rotation eigenvalues `(-1)^p` at X. -/
abbrev Data := (Fin 4 → ℤ) × (Fin 4 → ℤ) × (Fin 2 → ℤ)

/-- The group `B` of symmetry data with the same number of bands at Γ, M and X. -/
def bandData : AddSubgroup Data where
  carrier := {v | ∑ l, v.1 l = ∑ l, v.2.1 l ∧ ∑ l, v.1 l = ∑ p, v.2.2 p}
  zero_mem' := by simp
  add_mem' := by
    intro a b ha hb
    simp only [Set.mem_ofPred_eq, Prod.fst_add, Prod.snd_add, Pi.add_apply,
      Finset.sum_add_distrib] at *
    omega
  neg_mem' := by
    intro a ha
    simp only [Set.mem_ofPred_eq, Prod.fst_neg, Prod.snd_neg, Pi.neg_apply,
      Finset.sum_neg_distrib] at *
    omega
```

Q: The atomic side worries me more. Anyone can type in generators. Where do these come from?

A: From orbitals at the sites with nontrivial site symmetry. An orbital with eigenvalue \(i^l\) at the corner keeps that eigenvalue at Γ and M, and gives \((-1)^l\) at X.

For an orbital at the centre, \(C_4\) moves \((\tfrac12,\tfrac12)\) to \((-\tfrac12,\tfrac12)\), a lattice translation away from where it began. The Bloch phase is 1 at Γ and \(-1\) at M, so \(l\) becomes \(l+2\) at M. Under \(C_2\) the centre shifts by \((-1,-1)\), which costs a sign at X and gives the label \(l+1\) modulo 2.

The edge midpoints \((\tfrac12,0)\) and \((0,\tfrac12)\) are exchanged by \(C_4\). At X, \(C_2\) gives one of them an extra sign and not the other, hence one band of each label. An orbital at a general position has four images. They can be moved together to the corner, so they add only a sum of corner generators.

In the code, addition in `Fin 4` wraps modulo 4, `par` reduces a label modulo 2, and `Pi.single l 1` is one band with label \(l\). In the docstrings of the generators, \(G_l\), \(M_l\) and \(X_p\) stand for one such band at Γ, M and X, not for a count.

```lean
/-- The label modulo 2 of the twofold rotation eigenvalue `(i^l)^2 = (-1)^l`. -/
def par (l : Fin 4) : Fin 2 := ⟨l.val % 2, Nat.mod_lt _ (by norm_num)⟩

/-- The label `p = 0, 1` read as a label modulo 4. -/
def up (p : Fin 2) : Fin 4 := ⟨p.val, by omega⟩

/-- Band representation of an orbital `l` at the corner of the cell: `G_l + M_l + X_l`. -/
def corner (l : Fin 4) : Data := (Pi.single l 1, Pi.single l 1, Pi.single (par l) 1)

/-- Band representation of an orbital `l` at the centre of the cell:
`G_l + M_(l+2) + X_(l+1)`. -/
def center (l : Fin 4) : Data :=
  (Pi.single l 1, Pi.single (l + 2) 1, Pi.single (par (l + 1)) 1)

/-- Band representation of orbitals of parity `p` at the two edge midpoints:
`G_p + G_(p+2) + M_(p+1) + M_(p+3) + X_0 + X_1`. -/
def edge (p : Fin 2) : Data :=
  (Pi.single (up p) 1 + Pi.single (up p + 2) 1,
    Pi.single (up p + 1) 1 + Pi.single (up p + 3) 1, Pi.single 0 1 + Pi.single 1 1)
```

`atomic` is the set of all integer combinations of these ten vectors. The name `index` means only the integer \(I\), not the index of an operator, and `indicator` is its residue modulo 4 on \(B\).

```lean
/-- The group of integer combinations of atomic band representations. -/
def atomic : AddSubgroup Data :=
  AddSubgroup.closure (Set.range corner ∪ Set.range center ∪ Set.range edge)

/-- The integer `∑ l G_l + ∑ l M_l + 2 X_1`, with `l = 0, 1, 2, 3`. -/
def index : Data →+ ℤ :=
  AddMonoidHom.mk' (fun v => v.1 1 + 2 * v.1 2 + 3 * v.1 3
      + (v.2.1 1 + 2 * v.2.1 2 + 3 * v.2.1 3) + 2 * v.2.2 1) (by
    intro v w
    simp only [Prod.fst_add, Prod.snd_add, Pi.add_apply]
    ring)

/-- The symmetry indicator: the index modulo 4 of data in `B`. -/
def indicator : bandData →+ ZMod 4 :=
  (Int.castAddHom (ZMod 4)).comp (index.comp bandData.subtype)
```

Q: You skipped the \(C_4\) eigenvalues of the edge orbitals.

A: Let the orbitals have twofold parity \(p\). The rotation sends the first Bloch sum to the second, and the second to \(\eta(-1)^p\) times the first, with \(\eta=1\) at Γ and \(\eta=-1\) at M. The characteristic polynomial is therefore \(z^2-\eta(-1)^p\). Put \(w=i^p\), so that \(w^2=(-1)^p\). At Γ the polynomial is \((z-w)(z+w)\), with roots \(i^p,i^{p+2}\). At M it is \((z-iw)(z+iw)\), with roots \(i^{p+1},i^{p+3}\). The Lean proof computes the same determinant and then uses \(i^2=-1\) and \(w^2=(-1)^p\).

```lean
/-- Fourfold rotation on the Bloch sums of the two edge orbitals of parity `p`; `η` is the
Bloch phase of the lattice translation picked up, `1` at Γ and `-1` at M. -/
def edgeC4 (p : Fin 2) (η : ℂ) : Matrix (Fin 2) (Fin 2) ℂ :=
  !![0, η * (-1) ^ (p : ℕ); 1, 0]

/-- The characteristic polynomial of the fourfold rotation on the edge orbitals has the roots
`i^p, i^(p+2)` at Γ and `i^(p+1), i^(p+3)` at M. -/
theorem edge_rotation_spectrum (p : Fin 2) (z : ℂ) :
    (z • (1 : Matrix (Fin 2) (Fin 2) ℂ) - edgeC4 p 1).det
        = (z - Complex.I ^ (p : ℕ)) * (z - Complex.I ^ ((p : ℕ) + 2)) ∧
    (z • (1 : Matrix (Fin 2) (Fin 2) ℂ) - edgeC4 p (-1)).det
        = (z - Complex.I ^ ((p : ℕ) + 1)) * (z - Complex.I ^ ((p : ℕ) + 3)) := by
  have hdet : ∀ η : ℂ, (z • (1 : Matrix (Fin 2) (Fin 2) ℂ) - edgeC4 p η).det
      = z ^ 2 - η * (-1) ^ (p : ℕ) := by
    intro η
    simp [edgeC4, Matrix.det_fin_two]
    ring
  have h2 := Complex.I_sq
  have hw : (Complex.I ^ (p : ℕ)) ^ 2 = (-1) ^ (p : ℕ) := by
    rw [← pow_mul, mul_comm, pow_mul, h2]
  rw [hdet, hdet, pow_add, pow_add, pow_add]
  generalize Complex.I ^ (p : ℕ) = w at *
  constructor
  · linear_combination (z * w - w ^ 2) * h2 + hw
  · linear_combination (z * w * Complex.I + w ^ 2 * (1 - Complex.I ^ 2)) * h2 - hw
```

Q: Now the main claim. Why should divisibility by 4 be enough?

A: One direction is a finite check. The corner generators have \(I=0,4,4,8\), the centre generators all have 4, and the edge generators both have 8. All ten lie in \(B\), and both properties survive sums and negatives.

For the converse, take data in \(B\) with \(I=4k\). Modulo 2, \(I\) is \(G_1+G_3+M_1+M_3\). Since the totals at Γ and M agree, \(G_0+G_2-M_0-M_2\) is also even; call it \(2d\). Equal totals then give
\[
G_1=M_1+M_3-G_3-2d,\qquad M_2=G_0+G_2-M_0-2d .
\]
Substituting these into \(I=4k\) and halving,
\[
X_1+G_3+M_1+G_0-M_0-3d+2M_3+2G_2=2k .
\]
Signs do not matter modulo 2, so \(X_1-G_3-M_1-G_0+M_0+d\) is even; call it \(2s\). Write \(a_l,b_l,c_p\) for the corner, centre and edge generators. Then the data equal
\[
\begin{aligned}
&(M_0-s)a_0+(M_1-d)a_1+(G_2-s-d)a_2+G_3a_3\\
&+(s+G_0-M_0-d)b_0+(G_1-M_1+d)b_1+s\,b_2+d\,c_0 .
\end{aligned}
\]
In the four Γ entries and in \(M_0,M_1\) the extra terms cancel at once. The others are
\[
\begin{aligned}
M_2&:\ G_0+G_2-M_0-2d,\\
M_3&:\ G_3+G_1-M_1+2d,\\
X_1&:\ M_1+G_3+G_0-M_0-d+2s .
\end{aligned}
\]
These are correct by the definitions of \(d\) and \(s\) and the equal totals, and \(X_0\) follows from the band count.

```lean
/-- Symmetry data are an integer combination of atomic band representations exactly when they
lie in `B` and their index is divisible by 4. -/
theorem mem_atomic_iff (v : Data) : v ∈ atomic ↔ v ∈ bandData ∧ (4 : ℤ) ∣ index v := by
  constructor
  · intro hv
    -- each generator passes the test, and the test is additive
    have hA : ∀ l, (∑ i, (corner l).1 i = ∑ i, (corner l).2.1 i ∧
        ∑ i, (corner l).1 i = ∑ i, (corner l).2.2 i) ∧ (4 : ℤ) ∣ index (corner l) := by
      decide +kernel
    have hB : ∀ l, (∑ i, (center l).1 i = ∑ i, (center l).2.1 i ∧
        ∑ i, (center l).1 i = ∑ i, (center l).2.2 i) ∧ (4 : ℤ) ∣ index (center l) := by
      decide +kernel
    have hC : ∀ p, (∑ i, (edge p).1 i = ∑ i, (edge p).2.1 i ∧
        ∑ i, (edge p).1 i = ∑ i, (edge p).2.2 i) ∧ (4 : ℤ) ∣ index (edge p) := by
      decide +kernel
    unfold atomic at hv
    induction hv using AddSubgroup.closure_induction with
    | mem x hx =>
      rcases hx with (⟨l, rfl⟩ | ⟨l, rfl⟩) | ⟨p, rfl⟩
      · exact hA l
      · exact hB l
      · exact hC p
    | zero => exact ⟨zero_mem _, by rw [map_zero]; exact dvd_zero _⟩
    | add x y _ _ hx hy =>
      exact ⟨add_mem hx.1 hy.1, by rw [map_add]; exact dvd_add hx.2 hy.2⟩
    | neg x _ hx => exact ⟨neg_mem hx.1, by rw [map_neg]; exact (dvd_neg).2 hx.2⟩
  · obtain ⟨G, M, X⟩ := v
    rintro ⟨⟨h1, h2⟩, k, hk⟩
    change G 1 + 2 * G 2 + 3 * G 3 + (M 1 + 2 * M 2 + 3 * M 3) + 2 * X 1 = 4 * k at hk
    simp only [Fin.sum_univ_four, Fin.sum_univ_two] at h1 h2
    -- the two parity conditions that make the coefficients integers
    obtain ⟨d, hd⟩ : ∃ d, G 0 + G 2 - M 0 - M 2 = 2 * d :=
      ⟨(G 0 + G 2 - M 0 - M 2) / 2, by omega⟩
    obtain ⟨s, hs⟩ : ∃ s, X 1 - G 3 - M 1 - G 0 + M 0 + d = 2 * s :=
      ⟨(X 1 - G 3 - M 1 - G 0 + M 0 + d) / 2, by omega⟩
    have a0 : corner 0 = (![1, 0, 0, 0], ![1, 0, 0, 0], ![1, 0]) := by decide +kernel
    have a1 : corner 1 = (![0, 1, 0, 0], ![0, 1, 0, 0], ![0, 1]) := by decide +kernel
    have a2 : corner 2 = (![0, 0, 1, 0], ![0, 0, 1, 0], ![1, 0]) := by decide +kernel
    have a3 : corner 3 = (![0, 0, 0, 1], ![0, 0, 0, 1], ![0, 1]) := by decide +kernel
    have b0 : center 0 = (![1, 0, 0, 0], ![0, 0, 1, 0], ![0, 1]) := by decide +kernel
    have b1 : center 1 = (![0, 1, 0, 0], ![0, 0, 0, 1], ![1, 0]) := by decide +kernel
    have b2 : center 2 = (![0, 0, 1, 0], ![1, 0, 0, 0], ![0, 1]) := by decide +kernel
    have c0 : edge 0 = (![1, 0, 1, 0], ![0, 1, 0, 1], ![1, 1]) := by decide +kernel
    have key : ((G, M, X) : Data) = (M 0 - s) • corner 0 + (M 1 - d) • corner 1
        + (G 2 - s - d) • corner 2 + G 3 • corner 3 + (s + G 0 - M 0 - d) • center 0
        + (G 1 - M 1 + d) • center 1 + s • center 2 + d • edge 0 := by
      rw [a0, a1, a2, a3, b0, b1, b2, c0]
      ext i <;> fin_cases i <;> simp <;> omega
    have hg : ∀ x : Data, x ∈ Set.range corner ∪ Set.range center ∪ Set.range edge →
        x ∈ atomic := by
      intro x hx
      unfold atomic
      exact AddSubgroup.subset_closure hx
    have hA : ∀ (l : Fin 4) (n : ℤ), n • corner l ∈ atomic := fun l n =>
      zsmul_mem (hg (corner l) (Or.inl (Or.inl ⟨l, rfl⟩))) n
    have hB : ∀ (l : Fin 4) (n : ℤ), n • center l ∈ atomic := fun l n =>
      zsmul_mem (hg (center l) (Or.inl (Or.inr ⟨l, rfl⟩))) n
    have hC : ∀ (p : Fin 2) (n : ℤ), n • edge p ∈ atomic := fun p n =>
      zsmul_mem (hg (edge p) (Or.inr ⟨p, rfl⟩)) n
    rw [key]
    exact add_mem (add_mem (add_mem (add_mem (add_mem (add_mem (add_mem
      (hA 0 _) (hA 1 _)) (hA 2 _)) (hA 3 _)) (hB 0 _)) (hB 1 _)) (hB 2 _)) (hC 0 _)
```

Q: Where does Lean find \(d\) and \(s\)?

A: With `omega`, a decision procedure for linear integer arithmetic. The proof proposes \(d\) as the integer quotient \((G_0+G_2-M_0-M_2)/2\), which rounds down. `omega` replaces the quotient by a new integer \(q\) whose remainder, the numerator minus \(2q\), is 0 or 1. It then shows that remainder 1 contradicts the equal totals and \(I=4k\). A solver over the rationals could not do this, because the content is parity. The same device yields \(s\), and `omega` also closes the component checks in `key`. The finite check on the generators is done by `decide +kernel`, which evaluates every case.

Q: That gives a kernel. The quotient could still be smaller than \(\mathbb Z/4\).

A: It could, if some residues never occurred. A band like yours, with eigenvalue \(i^j\) at Γ and 1 at M and X, has \(I=j\), so all four occur. Lean takes \(j=1\) and its integer multiples.

```lean
/-- A single band with rotation eigenvalue `i^j` at Γ and eigenvalue 1 at M and X
lies in `B` and has index `j`. -/
theorem single_band_index : ∀ j : Fin 4,
    ((Pi.single j 1, Pi.single 0 1, Pi.single 0 1) : Data) ∈ bandData ∧
    index (Pi.single j 1, Pi.single 0 1, Pi.single 0 1) = ((j : ℕ) : ℤ) := by
  have h : ∀ j : Fin 4, (∑ i, (Pi.single j 1 : Fin 4 → ℤ) i
        = ∑ i, (Pi.single 0 1 : Fin 4 → ℤ) i ∧
      ∑ i, (Pi.single j 1 : Fin 4 → ℤ) i = ∑ i, (Pi.single 0 1 : Fin 2 → ℤ) i) ∧
      index (Pi.single j 1, Pi.single 0 1, Pi.single 0 1) = ((j : ℕ) : ℤ) := by
    decide +kernel
  exact h
```

The next theorem has three parts: the atomic span lies inside \(B\), it is the kernel of the indicator, and the indicator is surjective. The first part matters for the reading, because `atomic.addSubgroupOf bandData` alone would mean only the part of the span that lies in \(B\).

```lean
/-- The atomic band representations span a subgroup of `B`, this subgroup is the kernel of the
indicator, and the indicator takes every value in `Z/4`. -/
theorem atomic_eq_ker_indicator :
    atomic ≤ bandData ∧ atomic.addSubgroupOf bandData = indicator.ker ∧
      Function.Surjective indicator := by
  refine ⟨fun v hv => ((mem_atomic_iff v).1 hv).1, ?_, ?_⟩
  · ext v
    have h : indicator v = 0 ↔ (4 : ℤ) ∣ index (v : Data) :=
      CharP.intCast_eq_zero_iff (ZMod 4) 4 (index (v : Data))
    rw [AddSubgroup.mem_addSubgroupOf, mem_atomic_iff, AddMonoidHom.mem_ker, h]
    exact ⟨fun x => x.2, fun x => ⟨v.2, x⟩⟩
  · intro z
    -- multiples of one band of index 1 reach every class
    obtain ⟨n, hn⟩ := ZMod.intCast_surjective z
    obtain ⟨hm, hi⟩ := single_band_index 1
    have h1 : indicator ⟨_, hm⟩ = 1 := by
      have h := congrArg (Int.cast : ℤ → ZMod 4) hi
      exact h.trans (by norm_num)
    exact ⟨n • ⟨_, hm⟩, by rw [map_zsmul, h1, zsmul_one, hn]⟩
```

The first isomorphism theorem then identifies the quotient with `ZMod 4`. The statement also says that the isomorphism sends the class of \(v\) to `indicator v`, so the group comes with its formula.

```lean
/-- The indicator group of p4, `B` modulo atomic band representations, is `Z/4`, and the
isomorphism is given by the indicator. -/
theorem indicator_group :
    ∃ e : (bandData ⧸ atomic.addSubgroupOf bandData) ≃+ ZMod 4,
      ∀ v : bandData, e (QuotientAddGroup.mk v) = indicator v := by
  obtain ⟨_, hk, hs⟩ := atomic_eq_ker_indicator
  rw [hk]
  exact ⟨QuotientAddGroup.quotientKerEquivOfSurjective indicator hs, fun _ => rfl⟩
```

Q: Can I apply the test directly to eigenvalues, without labels?

A: Yes, multiply them. Each \(i^l\) contributes \(l\) to the exponent of \(i\), and each \((-1)^p=i^{2p}\) contributes \(2p\), so the product is \(i^I\). Since \(i\) is a primitive fourth root of unity, this is 1 exactly when 4 divides \(I\). For data in \(B\), product 1 therefore means an integer combination of atomic representations.

```lean
/-- The product of all fourfold eigenvalues at Γ and M and all twofold eigenvalues at X,
each raised to its multiplicity. -/
def eigenvalueProduct (v : Data) : ℂ :=
  (∏ l : Fin 4, (Complex.I ^ (l : ℕ)) ^ v.1 l) *
    (∏ l : Fin 4, (Complex.I ^ (l : ℕ)) ^ v.2.1 l) *
    ∏ p : Fin 2, ((Complex.I ^ 2) ^ (p : ℕ)) ^ v.2.2 p

/-- The product of the rotation eigenvalues is `i` to the power of the index. -/
theorem eigenvalueProduct_eq (v : Data) : eigenvalueProduct v = Complex.I ^ index v := by
  have hp : ∀ (n : ℕ) (m : ℤ), (Complex.I ^ n) ^ m = Complex.I ^ ((n : ℤ) * m) := by
    intro n m
    rw [_root_.zpow_mul, _root_.zpow_natCast]
  unfold eigenvalueProduct
  simp only [← pow_mul, hp, Fin.prod_univ_four, Fin.prod_univ_two,
    ← zpow_add₀ Complex.I_ne_zero]
  congr 1
  change _ = v.1 1 + 2 * v.1 2 + 3 * v.1 3
      + (v.2.1 1 + 2 * v.2.1 2 + 3 * v.2.1 3) + 2 * v.2.2 1
  norm_num

/-- Data in `B` are an integer combination of atomic band representations exactly when the
product of their rotation eigenvalues is 1. -/
theorem atomic_iff_eigenvalueProduct (v : Data) (hv : v ∈ bandData) :
    v ∈ atomic ↔ eigenvalueProduct v = 1 := by
  have hI : IsPrimitiveRoot Complex.I 4 := by
    refine IsPrimitiveRoot.mk_of_lt _ (by norm_num) Complex.I_pow_four ?_
    intro l h0 h4
    interval_cases l <;> norm_num [Complex.ext_iff, pow_succ]
  rw [mem_atomic_iff, eigenvalueProduct_eq, hI.zpow_eq_one_iff_dvd]
  exact ⟨fun h => h.2, fun h => ⟨hv, h⟩⟩

end

end P4SymmetryIndicator
```

```lean
#print axioms P4SymmetryIndicator.edge_rotation_spectrum
#print axioms P4SymmetryIndicator.indicator_group
#print axioms P4SymmetryIndicator.atomic_iff_eigenvalueProduct
```

```
'P4SymmetryIndicator.edge_rotation_spectrum' depends on axioms: [propext, Classical.choice, Quot.sound]
'P4SymmetryIndicator.indicator_group' depends on axioms: [propext, Classical.choice, Quot.sound]
'P4SymmetryIndicator.atomic_iff_eigenvalueProduct' depends on axioms: [propext, Classical.choice, Quot.sound]
```

Q: So if the product is 1, my bands are atomic?

A: No, only their eigenvalue data are an integer combination of atomic data. Some coefficients may be negative, and three momenta do not determine the bands: a band with Chern number 4 can share its eigenvalues with an atomic one. The useful verdict in electronic structure is the other one. For an isolated set of spinless p4 bands, a product different from 1 rules out a description by localised orbitals that respect the symmetry.

That verdict relies on one step outside Lean, from orbitals in space to the vectors `corner`, `center` and `edge`. I argued it above from the motion of the sites; Lean takes the vectors as definitions, and confirms the edge eigenvalues at Γ and M once the matrix `edgeC4` is given.
